# The energy of a state orthogonal to an approximate ground state lies below the first excited level by at most the gap times the infidelity

In a finite-dimensional complex inner product space, let the operator `A` have an orthonormal eigenbasis `v` with real eigenvalues `E i`, where `E i₀ ≤ E₁` and every other eigenvalue is at least `E₁`. The theorem `inexact_deflation` says that if `φ` and `x` are orthogonal unit vectors, then the energy Re⟨x, A x⟩ is at least E₁ − (E₁ − E i₀)(1 − |⟨v i₀, φ⟩|²). So when `φ` only approximates the ground state `v i₀`, a state orthogonal to `φ` can have energy below `E₁`, but by no more than the gap E₁ − E i₀ times the infidelity of `φ`. The proof expands the energy in the eigenbasis, splits off the `i₀` term, and uses Bessel's inequality to bound the weight of `x` on `v i₀` by that infidelity.

The first attempt, which Lean rejects:

```lean
import Mathlib

open scoped InnerProductSpace ComplexConjugate

namespace InexactDeflation

variable {V ι : Type*} [NormedAddCommGroup V] [InnerProductSpace ℂ V] [Fintype ι]

/-- The energy of a vector `x`: the real part of `⟨x, A x⟩`. -/
noncomputable def energy (A : V →ₗ[ℂ] V) (x : V) : ℝ := (⟪x, A x⟫_ℂ).re

/-- If `A` has an orthonormal eigenbasis with real eigenvalues, the energy of `x` is the sum of
the eigenvalues weighted by the squared overlaps of `x` with the eigenvectors. -/
theorem energy_eq_sum (v : OrthonormalBasis ι ℂ V) {A : V →ₗ[ℂ] V} {E : ι → ℝ}
    (hA : ∀ i, A (v i) = (E i : ℂ) • v i) (x : V) :
    energy A x = ∑ i, E i * ‖⟪v i, x⟫_ℂ‖ ^ 2 := by
  -- expand `x` in the eigenbasis and let `A` act term by term
  have hx : A x = ∑ i, ⟪v i, x⟫_ℂ • ((E i : ℂ) • v i) := by
    conv_lhs => rw [← v.sum_repr' x]
    simp only [map_sum, map_smul, hA]
  unfold energy
  rw [hx, inner_sum, Complex.re_sum]
  refine Finset.sum_congr rfl fun i _ => ?_
  rw [inner_smul_right, inner_smul_right, ← inner_conj_symm x (v i), Complex.sq_norm,
    Complex.normSq_apply]
  simp only [Complex.mul_re, Complex.mul_im, Complex.conj_re, Complex.conj_im,
    Complex.ofReal_re, Complex.ofReal_im]
  ring

/-- Two orthogonal unit vectors `φ` and `x` share the weight of a unit vector `u`: their squared
overlaps with `u` add up to at most one. -/
theorem overlap_tradeoff {u φ x : V} (hu : ‖u‖ = 1) (hφ : ‖φ‖ = 1) (hx : ‖x‖ = 1)
    (h : ⟪φ, x⟫_ℂ = 0) : ‖⟪u, x⟫_ℂ‖ ^ 2 + ‖⟪u, φ⟫_ℂ‖ ^ 2 ≤ 1 := by
  have h' : ⟪x, φ⟫_ℂ = 0 := inner_eq_zero_symm.1 h
  have ho : Orthonormal ℂ ![φ, x] := by
    constructor
    · intro i
      fin_cases i <;> simp [hφ, hx]
    · intro i j hij
      fin_cases i <;> fin_cases j <;> simp [h, h'] at hij ⊢
  -- Bessel's inequality for the pair `φ, x`
  have hb : ∑ i : Fin 2, ‖⟪![φ, x] i, u⟫_ℂ‖ ^ 2 ≤ ‖u‖ ^ 2 := ho.sum_inner_products_le u
  rw [Fin.sum_univ_two, hu] at hb
  have hb' : ‖⟪φ, u⟫_ℂ‖ ^ 2 + ‖⟪x, u⟫_ℂ‖ ^ 2 ≤ 1 ^ 2 := hb
  rw [norm_inner_symm u x, norm_inner_symm u φ]
  linarith

/-- Inexact deflation: let `A` have an orthonormal eigenbasis with real eigenvalues, all of them
except that of `v i₀` at least `E₁`, and `E i₀ ≤ E₁`. A unit vector orthogonal to the unit vector
`φ` has energy at least `E₁ - (E₁ - E i₀) (1 - |⟨v i₀, φ⟩|²)`. -/
theorem inexact_deflation (v : OrthonormalBasis ι ℂ V) {A : V →ₗ[ℂ] V} {E : ι → ℝ}
    (hA : ∀ i, A (v i) = (E i : ℂ) • v i) {i₀ : ι} {E₁ : ℝ} (h₀ : E i₀ ≤ E₁)
    (hE : ∀ i, i ≠ i₀ → E₁ ≤ E i) {φ x : V} (hφ : ‖φ‖ = 1) (hx : ‖x‖ = 1)
    (h : ⟪φ, x⟫_ℂ = 0) :
    E₁ - (E₁ - E i₀) * (1 - ‖⟪v i₀, φ⟫_ℂ‖ ^ 2) ≤ energy A x := by
  classical
  -- the weights of `x` in the eigenbasis add up to one
  have hp : ∑ i, ‖⟪v i, x⟫_ℂ‖ ^ 2 = 1 := by
    have h1 := energy_eq_sum v (A := LinearMap.id) (E := fun _ => 1) (by intro i; simp) x
    have h2 : energy LinearMap.id x = ‖x‖ ^ 2 := inner_self_eq_norm_sq (𝕜 := ℂ) x
    simp only [one_mul] at h1
    rw [← h1, h2, hx, one_pow]
  have hsum : ∑ i, (E i - E₁) * ‖⟪v i, x⟫_ℂ‖ ^ 2 = energy A x - E₁ := by
    simp only [sub_mul, Finset.sum_sub_distrib, ← Finset.mul_sum]
    rw [hp, energy_eq_sum v hA x, mul_one]
  -- only the ground-state term can lower the energy below `E₁`
  have hsplit := Finset.add_sum_erase Finset.univ
    (fun i => (E i - E₁) * ‖⟪v i, x⟫_ℂ‖ ^ 2) (Finset.mem_univ i₀)
  have hrest : 0 ≤ ∑ i ∈ Finset.univ.erase i₀, (E i - E₁) * ‖⟪v i, x⟫_ℂ‖ ^ 2 :=
    Finset.sum_nonneg fun i hi =>
      mul_nonneg (sub_nonneg.2 (hE i (Finset.ne_of_mem_erase hi))) (sq_nonneg _)
  simp only [] at hsplit
  -- and its weight is limited by the quality of `φ`
  have ht := mul_le_mul_of_nonneg_left
    (overlap_tradeoff (v.orthonormal.1 i₀) hφ hx h) (sub_nonneg.2 h₀)
  nlinarith

end InexactDeflation
```

Lean reports:

```
Main.lean:72:2: error: `simp` made no progress
```

Cause. The message refers to `simp only [] at hsplit`. With an empty lemma list, this call can do little more than basic reductions, such as turning `(fun i => f i) i₀` into `f i₀`, and `simp` fails with an error when it leaves its target unchanged.

Here there was nothing to reduce. `hsplit` comes from `Finset.add_sum_erase` applied to an explicit `fun`, and one might expect its statement to contain that function still applied to `i₀` and to the summation index. But the `have` gives no type of its own, so Lean infers one, and in putting the function into the lemma's statement it already carries out these applications. `hsplit` therefore had its simplified form from the start.

The diff deletes the call, which removes the error and leaves `hsplit` as it was. The final `nlinarith` can use it directly, together with `hsum`, `hrest` and `ht`. The blank line left in its place has no effect.

The repair, with which the file compiles:

```diff
@@ -70,5 +70,5 @@
     Finset.sum_nonneg fun i hi =>
       mul_nonneg (sub_nonneg.2 (hE i (Finset.ne_of_mem_erase hi))) (sq_nonneg _)
-  simp only [] at hsplit
+
   -- and its weight is limited by the quality of `φ`
   have ht := mul_le_mul_of_nonneg_left
```
